# How the unit of length shifts the Shannon entropy of a probability density

Let $\rho$ be a probability density on a $d$-dimensional real space, with $\rho\ln\rho$ integrable. If the unit of length is made $s>0$ times larger, the Shannon entropy $S[\rho]=-\int\rho\ln\rho$ falls by $d\ln s$. For $d>0$ a suitable unit therefore gives the entropy any chosen real value, while the difference between the entropies of two such densities is the same in every unit.

The cause is dimensional. A position density has the dimension of an inverse volume, so its logarithm can be taken only of its numerical values, and these depend on the unit. In quantum mechanics this concerns the entropy of $|\psi|^2$ as a measure of delocalisation: for one particle in three dimensions, values computed in bohr and in ångström differ by a constant.

## The shift from a change of variables

In the larger unit a point has coordinate $x$ where it formerly had $sx$. Conservation of probability gives the new numerical density

$$\rho_s(x)=s^d\rho(sx).$$

For any integrable $f$, the substitution $y=sx$, $dy=s^d\,dx$ gives

$$\int s^d f(sx)\,dx=\int f(y)\,dy.$$

With $f=\rho$ this shows that $\rho_s$ has integral one; it is also nonnegative. Where $\rho(sx)>0$, the logarithm splits:

$$\rho_s(x)\ln\rho_s(x)=s^d\big[\rho(sx)\ln\rho(sx)+d\ln s\;\rho(sx)\big].$$

Where $\rho(sx)=0$, both sides vanish, by the usual convention $0\ln 0=0$. The bracket is a sum of integrable functions evaluated at $sx$, so $\rho_s$ has finite entropy. Integrating and using $\int\rho=1$,

$$S[\rho_s]=-\int\rho\ln\rho-d\ln s\int\rho=S[\rho]-d\ln s.$$

For $d>0$, the equation $S[\rho_s]=a$ with $a$ real means $\ln s=(S[\rho]-a)/d$, which has exactly one positive solution, $s=e^{(S[\rho]-a)/d}$. For a second density $\sigma$ the shift is the same, so it cancels in $S[\rho_s]-S[\sigma_s]=S[\rho]-S[\sigma]$.

The unit can also be removed from the entropy itself. Choose a constant reference density $c>0$ and put the dimensionless ratio in the logarithm:

$$S_c[\rho]=-\int\rho\ln(\rho/c)=S[\rho]+\ln c.$$

In the new unit the reference density has the value $s^dc$, and

$$S_{s^dc}[\rho_s]=S[\rho]-d\ln s+\ln c+d\ln s=S_c[\rho].$$

## Unequal norms, and the sum with the wavenumber entropy

The next two results rest on ordinary calculation and are additional to the Lean theorems.

Differences can depend on the unit if the two functions have unequal integrals. On the line, let $\rho$ be $1$ on $[0,1]$ and $\sigma$ be $2$ there, both zero elsewhere. After rescaling, the entropies are $-\ln s$ and $-2\ln(2s)$, and their difference $\ln s+2\ln 2$ varies with $s$. The same happens with electron densities normalised to different electron numbers.

The argument also applies to the wavenumber density of a normalised wave function. A length unit $s$ times larger makes the wavenumber unit $s$ times smaller, so the wavenumber entropy rises by $d\ln s$. If both entropies are finite, their sum is independent of the unit.

## Densities and units in Lean

The space `E` (not an energy) is a finite-dimensional real normed space whose volume is a translation-invariant Haar measure. This includes the real line and Euclidean space.

```lean
import Mathlib

open MeasureTheory Module

namespace EntropyUnits

noncomputable section

variable {E : Type*} [NormedAddCommGroup E] [NormedSpace ℝ E] [FiniteDimensional ℝ E]
  [MeasureSpace E] [BorelSpace E] [(volume : Measure E).IsAddHaarMeasure]
```

A density is a real-valued function with three properties. Neither continuity nor strict positivity is required.

```lean
/-- A probability density of finite entropy: nonnegative, of total probability one, and with
`ρ ln ρ` integrable. -/
structure IsDensity (ρ : E → ℝ) : Prop where
  nonneg : ∀ x, 0 ≤ ρ x
  total : ∫ x, ρ x = 1
  finite_entropy : Integrable (fun x => ρ x * Real.log (ρ x))
```

The entropy is computed from numerical values, with the natural logarithm and no prefactor such as Boltzmann's constant.

```lean
/-- The Shannon entropy `-∫ ρ ln ρ` of a density, computed from its numerical values. -/
def entropy (ρ : E → ℝ) : ℝ := -∫ x, ρ x * Real.log (ρ x)
```

The dimension $d$ is `finrank ℝ E`, and `s • x` is the point $sx$. Lean's real numbers carry no units. That the values of a physical density change according to `rescale` is the step from physics to the model; it enters as a definition.

```lean
/-- The density `s ^ d * ρ (s x)` in `d` dimensions: for `s > 0`, the numerical values of `ρ`
after the unit of length has been made `s` times larger. -/
def rescale (s : ℝ) (ρ : E → ℝ) : E → ℝ := fun x => s ^ finrank ℝ E * ρ (s • x)
```

The reference density is a positive constant, standing for one particle per chosen reference volume.

```lean
/-- The entropy `-∫ ρ ln (ρ / c)` relative to a constant reference density `c > 0`. -/
def referenceEntropy (c : ℝ) (ρ : E → ℝ) : ℝ := -∫ x, ρ x * Real.log (ρ x / c)
```

## Integrability and the split logarithm

Integrability of $\rho$ itself is not listed in `IsDensity`, because it follows from the total: Lean assigns the integral zero to a non-integrable function, which would contradict the value one.

```lean
omit [FiniteDimensional ℝ E] [BorelSpace E] [(volume : Measure E).IsAddHaarMeasure]
  [NormedSpace ℝ E] [NormedAddCommGroup E] in
/-- A probability density of finite entropy is integrable. -/
theorem IsDensity.integrable {ρ : E → ℝ} (hρ : IsDensity ρ) : Integrable ρ := by
  by_contra h
  have h1 := hρ.total
  rw [integral_undef h] at h1
  exact zero_ne_one h1
```

The substitution $y=sx$ comes from Mathlib's scaling rule for Haar measure. Its factor $s^{-d}$ cancels the prefactor $s^d$.

```lean
/-- Change of the unit of length by a factor `s > 0` in an integral over space. -/
theorem integral_scale {s : ℝ} (hs : 0 < s) (f : E → ℝ) :
    ∫ x, s ^ finrank ℝ E * f (s • x) = ∫ x, f x := by
  rw [integral_const_mul, Measure.integral_comp_smul volume f s,
    abs_of_pos (inv_pos.mpr (pow_pos hs _)), smul_eq_mul,
    mul_inv_cancel_left₀ (pow_pos hs _).ne']
```

The pointwise identity is proved in two cases, as above: zero density, and nonzero density, where the logarithm of the product splits.

```lean
omit [FiniteDimensional ℝ E] [MeasureSpace E] [BorelSpace E]
  [(volume : Measure E).IsAddHaarMeasure] in
/-- For `s > 0` the entropy integrand of the rescaled density is the rescaled old integrand plus
`d ln s` times the rescaled density. -/
theorem rescale_mul_log {s : ℝ} (hs : 0 < s) (ρ : E → ℝ) (x : E) :
    rescale s ρ x * Real.log (rescale s ρ x) =
      s ^ finrank ℝ E * (ρ (s • x) * Real.log (ρ (s • x))
        + (finrank ℝ E * Real.log s) * ρ (s • x)) := by
  by_cases h : ρ (s • x) = 0
  · simp [rescale, h]
  · simp only [rescale]
    rw [Real.log_mul (pow_pos hs _).ne' h, Real.log_pow]
    ring
```

Normalisation of the rescaled density is the substitution applied to $\rho$. For finite entropy, the proof shows that the bracket is integrable (`hg`) and that this survives scaling of the argument.

```lean
/-- For `s > 0` the rescaled density is again a probability density of finite entropy. -/
theorem isDensity_rescale {s : ℝ} (hs : 0 < s) {ρ : E → ℝ} (hρ : IsDensity ρ) :
    IsDensity (rescale s ρ) where
  nonneg x := mul_nonneg (pow_pos hs _).le (hρ.nonneg _)
  total := (integral_scale hs ρ).trans hρ.total
  finite_entropy := by
    simp only [rescale_mul_log hs]
    have hg : Integrable (fun y => ρ y * Real.log (ρ y)
        + (finrank ℝ E * Real.log s) * ρ y) :=
      hρ.finite_entropy.add (hρ.integrable.const_mul _)
    exact (hg.comp_smul hs.ne').const_mul _
```

## The shift and its consequences

The main theorem rewrites the integrand, returns to the old unit with `integral_scale`, separates the two integrals and inserts the total probability.

```lean
/-- Making the unit of length `s > 0` times larger lowers the Shannon entropy of a density in
`d` dimensions by `d ln s`. -/
theorem entropy_rescale {s : ℝ} (hs : 0 < s) {ρ : E → ℝ} (hρ : IsDensity ρ) :
    entropy (rescale s ρ) = entropy ρ - finrank ℝ E * Real.log s := by
  unfold entropy
  simp only [rescale_mul_log hs]
  -- return to the old unit, then use that the total probability is one
  rw [integral_scale hs (fun y => ρ y * Real.log (ρ y) + (finrank ℝ E * Real.log s) * ρ y),
    integral_add hρ.finite_entropy (hρ.integrable.const_mul _), integral_const_mul, hρ.total]
  ring
```

On the real line, $d=1$ and the rescaled density is $s\rho(sx)$.

```lean
/-- On the real line, for `s > 0`, the density `s ρ(s x)` has the entropy of `ρ` minus `ln s`. -/
theorem entropy_rescale_line {s : ℝ} (hs : 0 < s) {ρ : ℝ → ℝ} (hρ : IsDensity ρ) :
    entropy (fun x => s * ρ (s * x)) = entropy ρ - Real.log s := by
  have e : rescale s ρ = fun x => s * ρ (s * x) := by
    funext x
    simp [rescale]
  rw [← e, entropy_rescale hs hρ]
  simp
```

In the next theorem `c` is the prescribed entropy, called $a$ above, and not a reference density. `Nontrivial E` expresses $d>0$; in dimension zero there is no shift to adjust. The proof supplies the exponential solution, then shows that any other solution has the same logarithm.

```lean
/-- In a space of positive dimension, every real number `c` is the entropy of a given density
for exactly one choice `s > 0` of the unit of length. -/
theorem existsUnique_unit [Nontrivial E] {ρ : E → ℝ} (hρ : IsDensity ρ) (c : ℝ) :
    ∃! s : ℝ, 0 < s ∧ entropy (rescale s ρ) = c := by
  have hd : (0 : ℝ) < finrank ℝ E := by exact_mod_cast (finrank_pos (R := ℝ) (M := E))
  refine ⟨Real.exp ((entropy ρ - c) / finrank ℝ E), ⟨Real.exp_pos _, ?_⟩, ?_⟩
  · rw [entropy_rescale (Real.exp_pos _) hρ, Real.log_exp]
    have h : (finrank ℝ E : ℝ) * ((entropy ρ - c) / finrank ℝ E) = entropy ρ - c := by
      field_simp
    linarith
  · -- the entropy fixes `ln s`, hence `s`
    rintro t ⟨ht, h⟩
    rw [entropy_rescale ht hρ] at h
    have hlog : Real.log t = (entropy ρ - c) / finrank ℝ E := by
      rw [eq_div_iff hd.ne']
      linarith
    rw [← hlog, Real.exp_log ht]
```

For two densities, the main theorem is used twice and the shifts cancel.

```lean
/-- The entropy difference of two densities is the same in every unit of length `s > 0`. -/
theorem entropy_difference_invariant {s : ℝ} (hs : 0 < s) {ρ σ : E → ℝ}
    (hρ : IsDensity ρ) (hσ : IsDensity σ) :
    entropy (rescale s ρ) - entropy (rescale s σ) = entropy ρ - entropy σ := by
  rw [entropy_rescale hs hρ, entropy_rescale hs hσ]
  ring
```

## A dimensionless argument for the logarithm

The first theorem splits $\ln(\rho/c)$, again treating zeros of $\rho$ separately, and integrates with total probability one.

```lean
omit [FiniteDimensional ℝ E] [BorelSpace E] [(volume : Measure E).IsAddHaarMeasure]
  [NormedSpace ℝ E] [NormedAddCommGroup E] in
/-- Dividing a density by a reference density `c > 0` inside the logarithm adds `ln c` to its
entropy. -/
theorem referenceEntropy_eq {c : ℝ} (hc : 0 < c) {ρ : E → ℝ} (hρ : IsDensity ρ) :
    referenceEntropy c ρ = entropy ρ + Real.log c := by
  have h : ∀ x, ρ x * Real.log (ρ x / c) = ρ x * Real.log (ρ x) - Real.log c * ρ x := by
    intro x
    by_cases hx : ρ x = 0
    · simp [hx]
    · rw [Real.log_div hx hc.ne']
      ring
  unfold referenceEntropy entropy
  simp only [h]
  rw [integral_sub hρ.finite_entropy (hρ.integrable.const_mul _), integral_const_mul, hρ.total]
  ring
```

The second applies this in both units. Its left side contains the converted reference density $s^dc$, whose logarithm supplies the compensating $d\ln s$.

```lean
/-- The entropy relative to a reference density `c > 0` is the same in every unit of length
`s > 0`, provided `c` is converted to the new unit together with `ρ`. -/
theorem referenceEntropy_invariant {s c : ℝ} (hs : 0 < s) (hc : 0 < c) {ρ : E → ℝ}
    (hρ : IsDensity ρ) :
    referenceEntropy (s ^ finrank ℝ E * c) (rescale s ρ) = referenceEntropy c ρ := by
  rw [referenceEntropy_eq (mul_pos (pow_pos hs _) hc) (isDensity_rescale hs hρ),
    referenceEntropy_eq hc hρ, entropy_rescale hs hρ,
    Real.log_mul (pow_pos hs _).ne' hc.ne', Real.log_pow]
  ring
```

## A Gaussian that satisfies the conditions

The density $e^{-\pi x^2}$ has integral one. Its entropy integrand is $-\pi x^2e^{-\pi x^2}$, which is integrable because a Gaussian has a finite second moment.

```lean
/-- The Gaussian `exp (-π x²)` on the real line is a probability density of finite entropy. -/
theorem isDensity_witness : IsDensity (fun x : ℝ => Real.exp (-Real.pi * x ^ 2)) where
  nonneg x := (Real.exp_pos _).le
  total := by rw [integral_gaussian, div_self Real.pi_ne_zero, Real.sqrt_one]
  finite_entropy := by
    -- the integrand is `-π` times the integrand of the Gaussian's second moment
    have h := (integrable_rpow_mul_exp_neg_mul_sq Real.pi_pos (s := 2)
      (by norm_num)).const_mul (-Real.pi)
    refine h.congr (ae_of_all _ fun x => ?_)
    simp only [Real.log_exp, Real.rpow_two]
    ring

end

end EntropyUnits
```

```lean
#print axioms EntropyUnits.entropy_rescale
-- 'EntropyUnits.entropy_rescale' depends on axioms: [propext, Classical.choice, Quot.sound]
#print axioms EntropyUnits.existsUnique_unit
-- 'EntropyUnits.existsUnique_unit' depends on axioms: [propext, Classical.choice, Quot.sound]
#print axioms EntropyUnits.entropy_difference_invariant
-- 'EntropyUnits.entropy_difference_invariant' depends on axioms: [propext, Classical.choice, Quot.sound]
#print axioms EntropyUnits.referenceEntropy_invariant
-- 'EntropyUnits.referenceEntropy_invariant' depends on axioms: [propext, Classical.choice, Quot.sound]
```
